# Reciprocal, momentum-conserving two-body collisions preserve the particle current for one mass, but not always for two

Two electrons in a parabolic band collide and exchange momentum. Their total momentum is unchanged, and since each velocity is momentum divided by the same mass, the current they carry should be unchanged too. I would like to see this made rigorous for a full collision term with Pauli blocking, for arbitrary occupations and not only near equilibrium, and checked by machine. I also expect it to fail when the colliding particles have different masses. Is there an explicit model in which the current really changes although momentum and energy are conserved?

## Equal masses turn momentum conservation into current conservation

Yes to both. Take finitely many one-particle states $k$ with occupations $f_k$ and velocities $v_k$. Let $W(a,b;c,d)$ be the rate for $a,b\to c,d$, with the final orders $c,d$ and $d,c$ counted separately, so that the full rate into two different states is the sum of both. Define

$$\Phi_{abcd}=f_af_b(1-f_c)(1-f_d)-f_cf_d(1-f_a)(1-f_b),$$

$$C_k=-\sum_{b,c,d}W(k,b;c,d)\,\Phi_{kbcd}.$$

For rates with the symmetries assumed next, $C_k$ is the rate at which collisions change $f_k$, so the current $\sum_k f_kv_k$ changes at the rate $\sum_k C_kv_k$.

Assume that $W$ is unchanged when $a,b$ are exchanged and when the initial and final pairs are exchanged. Squared matrix elements of a Hermitian two-body interaction have the second symmetry in the golden rule. The net rate $T_{abcd}=W(a,b;c,d)\,\Phi_{abcd}$ is then even under $a\leftrightarrow b$ and odd under $(a,b)\leftrightarrow(c,d)$.

For any one-particle quantity $\varphi$, put $S=\sum_{a,b,c,d} T_{abcd}\,\varphi_a=-\sum_k C_k\varphi_k$. Relabelling gives

$$\sum T_{abcd}\,\varphi_b=S,\qquad \sum T_{abcd}(\varphi_c+\varphi_d)=-\sum T_{abcd}(\varphi_a+\varphi_b)=-2S.$$

Subtracting $\sum T_{abcd}(\varphi_a+\varphi_b)=2S$ from the second sum yields

$$4\sum_k C_k\varphi_k=\sum_{a,b,c,d}T_{abcd}\,(\varphi_c+\varphi_d-\varphi_a-\varphi_b).$$

If every collision with $W\neq0$ conserves $\varphi$, each term on the right vanishes. For a single mass $m>0$ with $p_k=mv_k$, dividing $p_a+p_b=p_c+p_d$ by $m$ gives $v_a+v_b=v_c+v_d$. Hence $\sum_k C_kv_k=0$ for every $f$.

## A head-on collision that changes the current

Now let a particle of mass $m_2$ hand momentum $q$ to one of mass $m_1$. Their velocities change from $v_1,v_2$ to $w_1=v_1+q/m_1$ and $w_2=v_2-q/m_2$, so

$$(w_1+w_2)-(v_1+v_2)=\left(\frac1{m_1}-\frac1{m_2}\right)q.$$

Four states realise this transfer:

| State | Mass | Momentum |
|---|---|---|
| 0 | $m_1$ | $-q/2$ |
| 1 | $m_2$ | $q/2$ |
| 2 | $m_1$ | $q/2$ |
| 3 | $m_2$ | $-q/2$ |

The pair $0,1$ scatters into $2,3$ and back, with $W=1$ for every ordering within the pairs. Both pairs have total momentum zero and kinetic energy $|q|^2/(8m_1)+|q|^2/(8m_2)$. The two orderings of the final pair give $C_0=C_1=-2\Phi_{0123}$ and $C_2=C_3=2\Phi_{0123}$. With $v_k$ again the velocity of state $k$, this gives

$$\sum_k C_kv_k=2\Phi_{0123}\left(\frac1{m_1}-\frac1{m_2}\right)q.$$

With states $0,1$ filled and $2,3$ empty, $\Phi_{0123}=1$. The rate is then nonzero whenever $m_1\neq m_2$ and $q\neq0$.

## How the Lean statements encode the physics

The finite type `ι` labels the states, and a label may include spin. `pauliFlux` is $\Phi$, `collision` is $C_k$, and `IsReciprocal` holds the two symmetries of $W$; together they also imply symmetry within the final pair. `collision_weak_form`, `collision_invariant` and `current_conserved` assume both symmetries through `hW`, although their docstrings do not repeat this. The occupations are arbitrary real numbers, so the physical range $0\le f_k\le1$ is included.

In `current_conserved`, momenta and velocities are vectors with $n$ real components. The hypothesis `hv` is the parabolic dispersion $p_k=mv_k$, and `hp` is exact momentum conservation, which excludes umklapp processes. Energy conservation is not needed. `headOn_current_rate` gives the current rate of the four-state model for all $f$, and `headOn_current_not_conserved_witness` collects reciprocity, both conservation laws and the nonzero rate.

The current is a particle current, without charge or volume factors. Fields, spatial gradients and scattering by impurities or phonons are absent, and the rates are given, not derived from an interaction. Within these limits, a discretised Boltzmann collision term for a single parabolic band conserves current exactly if its rates on the grid satisfy the hypotheses.

```lean
import Mathlib

open Matrix

namespace TwoBodyCollisionCurrent

noncomputable section

variable {ι V : Type*} [Fintype ι] [AddCommGroup V] [Module ℝ V]

/-- Occupation factor of the collision `a, b → c, d` minus that of the reverse collision,
with Pauli blocking of the final states. -/
def pauliFlux (f : ι → ℝ) (a b c d : ι) : ℝ :=
  f a * f b * (1 - f c) * (1 - f d) - f c * f d * (1 - f a) * (1 - f b)

/-- The two-body collision term. For reciprocal rates `W` (see `IsReciprocal`) it is the rate of
change of the occupation of state `k`, summed over partners `b` and ordered final pairs `c, d`. -/
def collision (W : ι → ι → ι → ι → ℝ) (f : ι → ℝ) (k : ι) : ℝ :=
  -∑ b, ∑ c, ∑ d, W k b c d * pauliFlux f k b c d

/-- Rates symmetric under exchange of the two initial particles and under exchange of the
initial with the final pair. -/
structure IsReciprocal (W : ι → ι → ι → ι → ℝ) : Prop where
  swap : ∀ a b c d, W b a c d = W a b c d
  reverse : ∀ a b c d, W c d a b = W a b c d

/-- Symmetrisation: for a net rate `T` that is even under exchange of the initial particles and
odd under reversal, the total change of `φ` is minus four times its one-particle moment. -/
theorem symmetrization (T : ι → ι → ι → ι → ℝ) (φ : ι → V)
    (hs : ∀ a b c d, T b a c d = T a b c d) (hr : ∀ a b c d, T c d a b = -T a b c d) :
    ∑ a, ∑ b, ∑ c, ∑ d, T a b c d • ((φ c + φ d) - (φ a + φ b)) =
      (-4 : ℝ) • ∑ a, ∑ b, ∑ c, ∑ d, T a b c d • φ a := by
  -- relabelling the initial pair as the final pair
  have hx : ∀ F : ι → ι → ι → ι → V,
      ∑ a, ∑ b, ∑ c, ∑ d, F c d a b = ∑ a, ∑ b, ∑ c, ∑ d, F a b c d := by
    intro F
    calc ∑ a, ∑ b, ∑ c, ∑ d, F c d a b
        = ∑ a, ∑ c, ∑ b, ∑ d, F c d a b :=
          Finset.sum_congr rfl fun a _ => Finset.sum_comm
      _ = ∑ c, ∑ a, ∑ b, ∑ d, F c d a b := Finset.sum_comm
      _ = ∑ c, ∑ a, ∑ d, ∑ b, F c d a b :=
          Finset.sum_congr rfl fun c _ => Finset.sum_congr rfl fun a _ => Finset.sum_comm
      _ = ∑ c, ∑ d, ∑ a, ∑ b, F c d a b :=
          Finset.sum_congr rfl fun c _ => Finset.sum_comm
  have hrev : ∑ a, ∑ b, ∑ c, ∑ d, T a b c d • (φ c + φ d) =
      -∑ a, ∑ b, ∑ c, ∑ d, T a b c d • (φ a + φ b) := by
    calc ∑ a, ∑ b, ∑ c, ∑ d, T a b c d • (φ c + φ d)
        = ∑ a, ∑ b, ∑ c, ∑ d, T c d a b • (φ a + φ b) :=
          (hx (fun a b c d => T a b c d • (φ c + φ d))).symm
      _ = ∑ a, ∑ b, ∑ c, ∑ d, -(T a b c d • (φ a + φ b)) :=
          Finset.sum_congr rfl fun a _ => Finset.sum_congr rfl fun b _ =>
            Finset.sum_congr rfl fun c _ => Finset.sum_congr rfl fun d _ => by
              rw [hr a b c d, neg_smul]
      _ = _ := by simp only [Finset.sum_neg_distrib]
  -- both initial particles contribute equally
  have hswap : ∑ a, ∑ b, ∑ c, ∑ d, T a b c d • φ b =
      ∑ a, ∑ b, ∑ c, ∑ d, T a b c d • φ a := by
    calc ∑ a, ∑ b, ∑ c, ∑ d, T a b c d • φ b
        = ∑ a, ∑ b, ∑ c, ∑ d, T b a c d • φ a := Finset.sum_comm
      _ = _ :=
          Finset.sum_congr rfl fun a _ => Finset.sum_congr rfl fun b _ =>
            Finset.sum_congr rfl fun c _ => Finset.sum_congr rfl fun d _ => by
              rw [hs a b c d]
  simp only [smul_sub, Finset.sum_sub_distrib]
  rw [hrev]
  simp only [smul_add, Finset.sum_add_distrib]
  rw [hswap]
  module

/-- Weak form of the collision term: four times the collision moment of `φ` is the sum over all
collisions of the net rate times the change of `φ`. -/
theorem collision_weak_form {W : ι → ι → ι → ι → ℝ} (hW : IsReciprocal W)
    (f : ι → ℝ) (φ : ι → V) :
    (4 : ℝ) • ∑ k, collision W f k • φ k =
      ∑ a, ∑ b, ∑ c, ∑ d,
        (W a b c d * pauliFlux f a b c d) • ((φ c + φ d) - (φ a + φ b)) := by
  have h := symmetrization (fun a b c d => W a b c d * pauliFlux f a b c d) φ
    (by
      intro a b c d

      rw [hW.swap a b c d]
      unfold pauliFlux
      ring)
    (by
      intro a b c d

      rw [hW.reverse a b c d]
      unfold pauliFlux
      ring)
  have hC : ∑ k, collision W f k • φ k =
      -∑ a, ∑ b, ∑ c, ∑ d, (W a b c d * pauliFlux f a b c d) • φ a := by
    simp only [collision, neg_smul, Finset.sum_smul, Finset.sum_neg_distrib]
  rw [hC, smul_neg, ← neg_smul]
  exact h.symm

/-- The collision moment of a quantity vanishes if every allowed collision conserves its sum over
the two particles. -/
theorem collision_invariant {W : ι → ι → ι → ι → ℝ} (hW : IsReciprocal W) (f : ι → ℝ)
    (φ : ι → V) (hφ : ∀ a b c d, W a b c d ≠ 0 → φ a + φ b = φ c + φ d) :
    ∑ k, collision W f k • φ k = 0 := by
  have h := collision_weak_form hW f φ
  have h0 : ∑ a, ∑ b, ∑ c, ∑ d,
      (W a b c d * pauliFlux f a b c d) • ((φ c + φ d) - (φ a + φ b)) = 0 := by
    refine Finset.sum_eq_zero fun a _ => Finset.sum_eq_zero fun b _ =>
      Finset.sum_eq_zero fun c _ => Finset.sum_eq_zero fun d _ => ?_
    by_cases hw : W a b c d = 0
    · rw [hw, zero_mul, zero_smul]
    · rw [hφ a b c d hw, sub_self, smul_zero]
  rw [h0] at h
  calc ∑ k, collision W f k • φ k
      = (1 / 4 : ℝ) • ((4 : ℝ) • ∑ k, collision W f k • φ k) := by module
    _ = 0 := by rw [h, smul_zero]

/-- For particles of one mass `m`, with momenta `p = m v`, momentum-conserving two-body collisions
leave the particle current unchanged, whatever the occupations `f`. -/
theorem current_conserved {n : ℕ} {W : ι → ι → ι → ι → ℝ} (hW : IsReciprocal W)
    (p v : ι → Fin n → ℝ) {m : ℝ} (hm : 0 < m) (hv : ∀ k, p k = m • v k)
    (hp : ∀ a b c d, W a b c d ≠ 0 → p a + p b = p c + p d) (f : ι → ℝ) :
    ∑ k, collision W f k • v k = 0 := by
  refine collision_invariant hW f v fun a b c d hw => ?_
  have h := hp a b c d hw
  rw [hv a, hv b, hv c, hv d, ← smul_add, ← smul_add] at h
  -- the common mass cancels
  have h' := congrArg (fun x => m⁻¹ • x) h
  simpa only [smul_smul, inv_mul_cancel₀ hm.ne', one_smul] using h'

/-- If a particle of mass `m₂` hands momentum `q` to a particle of mass `m₁`, the sum of their
velocities changes by `(1/m₁ - 1/m₂) q`. -/
theorem current_change_of_transfer {m₁ m₂ : ℝ} (h₁ : 0 < m₁) (h₂ : 0 < m₂)
    (q v₁ v₂ w₁ w₂ : V) (e₁ : m₁ • w₁ = m₁ • v₁ + q) (e₂ : m₂ • w₂ = m₂ • v₂ - q) :
    (w₁ + w₂) - (v₁ + v₂) = (1 / m₁ - 1 / m₂) • q := by
  have a₁ : w₁ = v₁ + (1 / m₁) • q := by
    have h := congrArg (fun x => m₁⁻¹ • x) e₁
    simpa only [smul_add, smul_smul, inv_mul_cancel₀ h₁.ne', one_smul, one_div] using h
  have a₂ : w₂ = v₂ - (1 / m₂) • q := by
    have h := congrArg (fun x => m₂⁻¹ • x) e₂
    simpa only [smul_sub, smul_smul, inv_mul_cancel₀ h₂.ne', one_smul, one_div] using h
  rw [a₁, a₂]
  module

/-- Equals one if `a, b` are the states `i, j` in either order, and zero otherwise. -/
def pairIndicator (i j a b : Fin 4) : ℝ :=
  if (a = i ∧ b = j) ∨ (a = j ∧ b = i) then 1 else 0

/-- Rates of the four-state model: the pair `0, 1` scatters into the pair `2, 3` and back. -/
def headOnRate (a b c d : Fin 4) : ℝ :=
  pairIndicator 0 1 a b * pairIndicator 2 3 c d + pairIndicator 2 3 a b * pairIndicator 0 1 c d

/-- Masses of the four states: `0` and `2` belong to the first species, `1` and `3` to the
second. -/
def headOnMass (m₁ m₂ : ℝ) : Fin 4 → ℝ := ![m₁, m₂, m₁, m₂]

/-- Velocities of the four states, for nonzero masses: the momenta are `-q/2, q/2, q/2, -q/2`. -/
def headOnVelocity {n : ℕ} (m₁ m₂ : ℝ) (q : Fin n → ℝ) : Fin 4 → Fin n → ℝ :=
  ![(-(1 / 2) / m₁) • q, ((1 / 2) / m₂) • q, ((1 / 2) / m₁) • q, (-(1 / 2) / m₂) • q]

/-- In the four-state model a quantity is conserved in every allowed collision if its sum over
the states `0, 1` equals its sum over `2, 3`. -/
theorem headOn_allowed {A : Type*} [AddCommGroup A] (φ : Fin 4 → A)
    (h : φ 0 + φ 1 = φ 2 + φ 3) (a b c d : Fin 4)
    (hw : headOnRate a b c d ≠ 0) : φ a + φ b = φ c + φ d := by
  have hpair : ∀ i j a b : Fin 4, pairIndicator i j a b ≠ 0 → φ a + φ b = φ i + φ j := by
    intro i j a b hab
    unfold pairIndicator at hab
    split_ifs at hab with hc
    · rcases hc with ⟨ha, hb⟩ | ⟨ha, hb⟩
      · rw [ha, hb]
      · rw [ha, hb, add_comm]
    · exact absurd rfl hab
  by_cases h1 : pairIndicator 0 1 a b * pairIndicator 2 3 c d = 0
  · have h2 : pairIndicator 2 3 a b * pairIndicator 0 1 c d ≠ 0 := fun h2 =>
      hw (by rw [headOnRate, h1, h2, add_zero])
    rw [hpair _ _ _ _ (left_ne_zero_of_mul h2), hpair _ _ _ _ (right_ne_zero_of_mul h2), h]
  · rw [hpair _ _ _ _ (left_ne_zero_of_mul h1), hpair _ _ _ _ (right_ne_zero_of_mul h1), h]

/-- The rate of change of the current in the four-state model is the net collision rate `2 *
pauliFlux f 0 1 2 3`, which counts both orderings of the final pair, times `(1/m₁ - 1/m₂) q`, for
nonzero masses and any occupations. -/
theorem headOn_current_rate {n : ℕ} (m₁ m₂ : ℝ) (q : Fin n → ℝ) (f : Fin 4 → ℝ) :
    ∑ k, collision headOnRate f k • headOnVelocity m₁ m₂ q k =
      (2 * pauliFlux f 0 1 2 3) • ((1 / m₁ - 1 / m₂) • q) := by
  -- states 0, 1 lose what states 2, 3 gain
  have hC : collision headOnRate f 0 = -(2 * pauliFlux f 0 1 2 3) ∧
      collision headOnRate f 1 = -(2 * pauliFlux f 0 1 2 3) ∧
      collision headOnRate f 2 = 2 * pauliFlux f 0 1 2 3 ∧
      collision headOnRate f 3 = 2 * pauliFlux f 0 1 2 3 := by
    refine ⟨?_, ?_, ?_, ?_⟩ <;>
      simp [collision, headOnRate, pairIndicator, Fin.sum_univ_four] <;>
      simp only [pauliFlux] <;> ring
  obtain ⟨h0, h1, h2, h3⟩ := hC
  rw [Fin.sum_univ_four, h0, h1, h2, h3]
  simp only [headOnVelocity, Matrix.cons_val]
  module

/-- For two different masses and `q ≠ 0` the four-state model has reciprocal rates and conserves
momentum and kinetic energy in each collision, yet its current changes when states `0, 1` are
filled and `2, 3` empty. -/
theorem headOn_current_not_conserved_witness {n : ℕ} {m₁ m₂ : ℝ} (h₁ : 0 < m₁) (h₂ : 0 < m₂)
    (hne : m₁ ≠ m₂) {q : Fin n → ℝ} (hq : q ≠ 0) :
    let M := headOnMass m₁ m₂
    let v := headOnVelocity m₁ m₂ q
    IsReciprocal headOnRate ∧
    (∀ a b c d, headOnRate a b c d ≠ 0 →
      M a • v a + M b • v b = M c • v c + M d • v d) ∧
    (∀ a b c d, headOnRate a b c d ≠ 0 →
      M a * (v a ⬝ᵥ v a) / 2 + M b * (v b ⬝ᵥ v b) / 2 =
        M c * (v c ⬝ᵥ v c) / 2 + M d * (v d ⬝ᵥ v d) / 2) ∧
    ∑ k, collision headOnRate ![1, 1, 0, 0] k • v k ≠ 0 := by
  intro M v
  refine ⟨⟨?_, ?_⟩, ?_, ?_, ?_⟩
  · intro a b c d
    have hp : ∀ i j : Fin 4, pairIndicator i j b a = pairIndicator i j a b := by
      intro i j
      unfold pairIndicator
      exact if_congr (by tauto) rfl rfl
    simp only [headOnRate, hp]
  · intro a b c d
    unfold headOnRate
    ring
  · refine headOn_allowed (fun k => M k • v k) ?_
    have e₁ : ∀ c : ℝ, m₁ * (c / m₁) = c := fun c => by field_simp
    have e₂ : ∀ c : ℝ, m₂ * (c / m₂) = c := fun c => by field_simp
    simp only [M, v, headOnMass, headOnVelocity, Matrix.cons_val, smul_smul, e₁, e₂]
    module
  · refine headOn_allowed (fun k => M k * (v k ⬝ᵥ v k) / 2) ?_
    simp only [M, v, headOnMass, headOnVelocity, Matrix.cons_val, smul_dotProduct,
      dotProduct_smul, smul_eq_mul]
    ring
  · have hf : pauliFlux (![1, 1, 0, 0] : Fin 4 → ℝ) 0 1 2 3 = 1 := by simp [pauliFlux]
    rw [headOn_current_rate, hf]
    refine smul_ne_zero (by norm_num) (smul_ne_zero (sub_ne_zero.mpr fun h => hne ?_) hq)
    simpa using h

end

end TwoBodyCollisionCurrent
```

```lean
#print axioms TwoBodyCollisionCurrent.current_conserved
#print axioms TwoBodyCollisionCurrent.current_change_of_transfer
```

```
'TwoBodyCollisionCurrent.current_conserved' depends on axioms: [propext, Classical.choice, Quot.sound]
'TwoBodyCollisionCurrent.current_change_of_transfer' depends on axioms: [propext, Classical.choice, Quot.sound]
```

## From relabelled sums to the four-state model

`symmetrization` is the relabelling argument for a general $T$: `hrev` is the reversal step, `hswap` the exchange of the initial particles, and `module` collects the coefficients into $-4$. `collision_weak_form` inserts $T=W\Phi$ and verifies the two parities with `ring`. `collision_invariant` treats each term by cases: either the rate is zero or the change of $\varphi$ is. `current_conserved` then multiplies momentum conservation by $m^{-1}$, which is where `hm` enters.

`current_change_of_transfer` solves the two momentum equations for the final velocities. For the four-state model, `headOn_allowed` reduces a conservation law to the single equation $\varphi_0+\varphi_1=\varphi_2+\varphi_3$, and it serves for both momentum and kinetic energy. `headOn_current_rate` expands the finite sums to find the four collision terms, then adds their velocity contributions.

The proof turns on `Finset.sum_comm`, which exchanges two adjacent finite sums. "Rename the initial pair as the final pair" is one phrase in the derivation, but it moves two summation variables past two others. The auxiliary statement `hx` therefore makes four adjacent exchanges, using `Finset.sum_congr` to reach those inside outer sums. What remains differs only in the names of bound variables, which Lean identifies automatically.

The rate table of the four-state model needs some care. Listing only $(0,1)\to(2,3)$ and its reverse seems complete, but `collision` looks up the state $k$ in the first slot of $W$. States 1 and 3 would then never change, and the collision term would violate momentum conservation even though each listed process respects it. `pairIndicator` accepts both orders of a pair and so restores the symmetry required by `swap`.
